# An Energy-Weighted Upper Bound on the Harmonic Free-Energy Change under Frequency Scaling

Consider one harmonic oscillator of frequency \(w>0\) at temperature \(T>0\), in units with \(\hbar=k_B=1\). Its free energy and its mean energy, zero-point part included, are

\[
f(w)=T\ln\!\Big(2\sinh\frac{w}{2T}\Big),\qquad
u(w)=\frac{w}{2}\coth\frac{w}{2T}.
\]

Multiply the frequency by a factor \(s>0\) and keep the temperature fixed. The free energy then satisfies

\[
f(sw)-f(w)\le (s-1)\,u(w),
\]

with equality only at \(s=1\). The reason is geometric: as a function of \(s\), the left side is a strictly concave curve, and the right side is its tangent line at \(s=1\).

## The tangent bound for one oscillator

Write \(g(x)=\ln(2\sinh x)\) for \(x>0\). Its slope is

\[
g'(x)=\frac{2\cosh x}{2\sinh x}=\coth x .
\]

This slope strictly decreases. For \(0<x<y\), the subtraction formula gives

\[
0<\sinh(y-x)=\sinh y\cosh x-\cosh y\sinh x,
\]

and division by \(\sinh x\sinh y>0\) yields \(\coth y<\coth x\).

Now compare \(g\) with its tangent at \(x\). If \(y>x\), the mean value theorem supplies a point \(c\) with \(x<c<y\) and

\[
g(y)-g(x)=(y-x)\coth c<(y-x)\coth x .
\]

If \(y<x\), it supplies \(c\) with \(y<c<x\) and

\[
g(x)-g(y)=(x-y)\coth c>(x-y)\coth x .
\]

Changing the sign of the second line turns it into the same inequality as the first. Hence, for all positive \(y\ne x\),

\[
g(y)-g(x)<(y-x)\coth x .
\]

Set \(q=w/(2T)\), \(x=q\) and \(y=sq\), and multiply by \(T\). Since \(Tq=w/2\), the right side becomes

\[
T(s-1)q\coth q=(s-1)\frac{w}{2}\coth\frac{w}{2T}=(s-1)u(w),
\]

which is the one-oscillator bound, strict for \(s\neq1\).

## Many modes, two bounds and a slope

Let \(w_i>0\) be the frequencies of finitely many independent modes, and give each its own factor \(s_i>0\). Adding the one-mode bounds gives

\[
\sum_i\big[f(s_iw_i)-f(w_i)\big]\le\sum_i(s_i-1)\,u(w_i).
\]

No term on the left exceeds its partner on the right, so the sums agree only if all the terms agree, that is, only if every \(s_i=1\).

For a common factor \(s\), define \(F(s)=\sum_i f(sw_i)\) and \(U(s)=\sum_i u(sw_i)\), and write \(U=U(1)\). Then

\[
F(s)-F(1)\le(s-1)U,
\]

and if there is at least one mode, equality holds exactly when \(s=1\). The inequality concerns the signed change: for \(s<1\) it says that the free energy falls by at least \((1-s)U\).

A bound from the other side follows by exchanging the two spectra. Start from the frequencies \(sw_i\) and scale them by \(1/s\). For \(s\ne1\) and at least one mode,

\[
F(1)-F(s)<\Big(\frac1s-1\Big)U(s),
\]

so that

\[
\Big(1-\frac1s\Big)U(s)<F(s)-F(1)<(s-1)U .
\]

Finally, differentiating each term at \(s=1\), with \(q_i=w_i/(2T)\), gives

\[
F'(1)=\sum_i T\,q_i\coth q_i=\sum_i\frac{w_i}{2}\coth\frac{w_i}{2T}=U .
\]

The vibrational energy is therefore the first-order weight of a relative frequency error common to all modes. If an electronic-structure calculation gets all its frequencies wrong by a common factor, these formulas bound the resulting error in the vibrational free energy, within the harmonic model with finitely many modes and at fixed temperature.

## Free energy and energy as explicit formulas

In Lean 4 with Mathlib:

```lean
import Mathlib

open Finset

namespace HarmonicFrequencyScaling

noncomputable section
```

The free energy of one mode is entered as a closed formula. The real number `w` stands for \(\hbar\omega\) and `T` for \(k_BT\), both in the same energy unit.

```lean
/-- Free energy of one harmonic mode of frequency `w > 0` at temperature `T > 0`,
in units where the reduced Planck constant and the Boltzmann constant are one. -/
def modeFreeEnergy (T w : ℝ) : ℝ := T * Real.log (2 * Real.sinh (w / (2 * T)))
```

The mode energy is a second closed formula, with the hyperbolic cotangent written as a quotient.

```lean
/-- Thermal energy `(w/2) coth(w/(2T))` of one harmonic mode, for `w > 0` and `T > 0`. -/
def modeEnergy (T w : ℝ) : ℝ :=
  w / 2 * (Real.cosh (w / (2 * T)) / Real.sinh (w / (2 * T)))
```

Both definitions accept arbitrary real numbers; the theorems add the positivity conditions that give the formulas their physical meaning. Positive frequencies mean genuine restoring forces, so free translations, free rotations and unstable modes have to be removed from the list beforehand.

The modes are labelled by a finite type `ι`, and a spectrum is a function `w : ι → ℝ`. Degenerate modes simply have different labels and equal frequencies. The total free energy is a sum over labels, which expresses that the modes are independent.

```lean
variable {ι : Type*} [Fintype ι]

/-- Harmonic free energy of finitely many modes with frequencies `w i > 0` at `T > 0`. -/
def freeEnergy (T : ℝ) (w : ι → ℝ) : ℝ := ∑ i, modeFreeEnergy T (w i)
```

The vibrational energy is the corresponding sum of mode energies.

```lean
/-- Vibrational energy of finitely many modes with frequencies `w i > 0` at `T > 0`. -/
def vibrationalEnergy (T : ℝ) (w : ι → ℝ) : ℝ := ∑ i, modeEnergy T (w i)
```

Here \(F(s)\) is `freeEnergy T (fun i => s * w i)`, \(F(1)\) is `freeEnergy T w`, and \(U\) is `vibrationalEnergy T w`. The finite sum fits a molecule or a finite set of phonon modes, but not a continuous density of states. The frequencies do not depend on temperature, and anharmonic terms are absent.

The model could also start one level deeper, from the energies \((n+\tfrac12)w\) and the partition function

\[
Z=\sum_{n\ge0}e^{-(n+1/2)w/T}=\frac{1}{2\sinh(w/(2T))}.
\]

Then \(-T\ln Z\) and the thermal average of the energy would be the definitions, and the two closed formulas would be theorems requiring a convergent series. The scaling inequality itself would stay the same.

## The slope of the logarithm and its decrease

The first lemma says that the hyperbolic cotangent decreases strictly on the positive axis.

```lean
/-- The hyperbolic cotangent is strictly decreasing on the positive axis. -/
theorem coth_lt_coth {x y : ℝ} (hx : 0 < x) (h : x < y) :
    Real.cosh y / Real.sinh y < Real.cosh x / Real.sinh x := by
  rw [div_lt_div_iff₀ (Real.sinh_pos_iff.2 (hx.trans h)) (Real.sinh_pos_iff.2 hx)]
  have hd := Real.sinh_pos_iff.2 (sub_pos.2 h)
  rw [Real.sinh_sub] at hd
  linarith
```

The rewrite with `div_lt_div_iff₀` clears the two positive denominators. What remains is the sign of \(\sinh y\cosh x-\cosh y\sinh x\), which `Real.sinh_sub` identifies with \(\sinh(y-x)\).

The next lemma is the derivative of \(g\). The chain rule produces \(2\cosh x/(2\sinh x)\), and the last line cancels the factor 2. Positivity of \(x\) keeps the argument of the logarithm away from zero.

```lean
/-- For `x > 0` the slope of `ln(2 sinh x)` is `coth x`. -/
theorem hasDerivAt_log_sinh {x : ℝ} (hx : 0 < x) :
    HasDerivAt (fun z => Real.log (2 * Real.sinh z)) (Real.cosh x / Real.sinh x) x := by
  have hs : 2 * Real.sinh x ≠ 0 := (mul_pos two_pos (Real.sinh_pos_iff.2 hx)).ne'
  refine (((Real.hasDerivAt_sinh x).const_mul 2).log hs).congr_deriv ?_
  exact mul_div_mul_left _ _ two_ne_zero
```

These two facts combine into the strict tangent inequality for \(g\).

```lean
/-- On the positive axis the graph of `ln(2 sinh x)` lies strictly below each of its
tangents, except at the point of contact. -/
theorem log_sinh_lt_tangent {x y : ℝ} (hx : 0 < x) (hy : 0 < y) (hne : y ≠ x) :
    Real.log (2 * Real.sinh y) - Real.log (2 * Real.sinh x)
      < (y - x) * (Real.cosh x / Real.sinh x) := by
  -- the mean value theorem, in the form needed on either side of the contact point
  have mvt : ∀ a b : ℝ, 0 < a → a < b → ∃ c, a < c ∧ c < b ∧
      Real.cosh c / Real.sinh c * (b - a)
        = Real.log (2 * Real.sinh b) - Real.log (2 * Real.sinh a) := by
    intro a b ha hab
    obtain ⟨c, hc, h⟩ := exists_hasDerivAt_eq_slope
      (fun z => Real.log (2 * Real.sinh z)) (fun z => Real.cosh z / Real.sinh z) hab
      (fun z hz => (hasDerivAt_log_sinh (ha.trans_le hz.1)).continuousAt.continuousWithinAt)
      (fun z hz => hasDerivAt_log_sinh (ha.trans hz.1))
    exact ⟨c, hc.1, hc.2, (eq_div_iff (sub_pos.2 hab).ne').1 h⟩
  rcases lt_or_gt_of_ne hne with h | h
  · obtain ⟨c, h1, h2, hc⟩ := mvt y x hy h
    have hm := mul_lt_mul_of_pos_right (coth_lt_coth (hy.trans h1) h2) (sub_pos.2 h)
    linarith
  · obtain ⟨c, h1, h2, hc⟩ := mvt x y hx h
    have hm := mul_lt_mul_of_pos_right (coth_lt_coth hx h1) (sub_pos.2 h)
    linarith
```

The local statement `mvt` is the mean value theorem on an interval from `a` to `b`, multiplied out so that the division by `b - a` disappears. The proof then separates \(y<x\) from \(y>x\), as in the derivation above. In each case `hm` is the comparison of the two slopes, multiplied by the positive length of the interval, and `linarith` combines it with the mean value identity.

## From one mode to independent factors

The one-mode theorem restores the physical variables. It states the strict inequality for every positive factor other than one.

```lean
/-- Scaling the frequency `w > 0` of one mode by a positive factor `s ≠ 1` at `T > 0` changes its
free energy by a signed amount strictly less than `s - 1` times its original energy. -/
theorem modeFreeEnergy_scaling_lt {T w s : ℝ} (hT : 0 < T) (hw : 0 < w) (hs : 0 < s)
    (hs1 : s ≠ 1) :
    modeFreeEnergy T (s * w) - modeFreeEnergy T w < (s - 1) * modeEnergy T w := by
  have hq : 0 < w / (2 * T) := by positivity
  have hTq : T * (w / (2 * T)) = w / 2 := by field_simp
  have hne : s * (w / (2 * T)) ≠ w / (2 * T) := fun h =>
    hs1 (mul_right_cancel₀ hq.ne' (h.trans (one_mul _).symm))
  have h := mul_lt_mul_of_pos_left (log_sinh_lt_tangent hq (mul_pos hs hq) hne) hT
  unfold modeFreeEnergy modeEnergy
  rw [mul_div_assoc s w (2 * T), ← hTq]
  generalize w / (2 * T) = q at h ⊢
  linarith
```

In the proof, `hq` says that \(q=w/(2T)\) is positive, `hTq` is the identity \(Tq=w/2\), and `hne` says that \(sq\neq q\). The tangent inequality is multiplied by `T`. After the definitions are unfolded, `generalize` treats \(q\) as a single variable, and the remaining comparison is linear arithmetic.

The theorem for several modes allows a separate factor `s i` for each. Its first half is the upper bound; its second half says that equality holds if and only if all the factors are one.

```lean
/-- If each frequency `w i > 0` is scaled by its own factor `s i > 0` at `T > 0`, the free energy
changes by a signed amount at most the sum of `s i - 1` times the original mode energies, with
equality exactly when every factor is one. -/
theorem freeEnergy_mode_scaling {T : ℝ} {w s : ι → ℝ} (hT : 0 < T)
    (hw : ∀ i, 0 < w i) (hs : ∀ i, 0 < s i) :
    freeEnergy T (fun i => s i * w i) - freeEnergy T w
        ≤ ∑ i, (s i - 1) * modeEnergy T (w i) ∧
    (freeEnergy T (fun i => s i * w i) - freeEnergy T w
        = ∑ i, (s i - 1) * modeEnergy T (w i) ↔ ∀ i, s i = 1) := by
  have hle : ∀ i ∈ (univ : Finset ι), modeFreeEnergy T (s i * w i) - modeFreeEnergy T (w i)
      ≤ (s i - 1) * modeEnergy T (w i) := by
    intro i _
    by_cases h : s i = 1
    · simp [h]
    · exact (modeFreeEnergy_scaling_lt hT (hw i) (hs i) h).le
  unfold freeEnergy
  rw [← Finset.sum_sub_distrib]
  refine ⟨Finset.sum_le_sum hle, ?_⟩
  -- the sums agree only if every single mode attains its bound
  rw [Finset.sum_eq_sum_iff_of_le hle]
  constructor
  · intro h i
    by_contra hi
    exact (modeFreeEnergy_scaling_lt hT (hw i) (hs i) hi).ne (h i (mem_univ i))
  · intro h i _
    simp [h i]
```

The auxiliary statement `hle` is the non-strict bound for each mode: an equality when `s i = 1`, and a consequence of the strict theorem otherwise. `Finset.sum_le_sum` adds these bounds. For the equality case, `Finset.sum_eq_sum_iff_of_le` reduces equality of the sums to equality of each pair of terms, and a factor different from one would contradict the strict one-mode bound.

## A common factor

With the same factor for every mode, the right side collapses to \((s-1)U\). The theorem assumes positive temperature, positive frequencies, a positive factor and, through `[Nonempty ι]`, at least one mode.

```lean
/-- Scaling all frequencies `w i > 0` of at least one mode by a common factor `s > 0` at `T > 0`
changes the free energy by a signed amount at most `(s - 1)` times the original vibrational energy,
with equality exactly when `s = 1`. -/
theorem freeEnergy_scaling [Nonempty ι] {T s : ℝ} {w : ι → ℝ} (hT : 0 < T)
    (hw : ∀ i, 0 < w i) (hs : 0 < s) :
    freeEnergy T (fun i => s * w i) - freeEnergy T w ≤ (s - 1) * vibrationalEnergy T w ∧
    (freeEnergy T (fun i => s * w i) - freeEnergy T w = (s - 1) * vibrationalEnergy T w
      ↔ s = 1) := by
  have h := freeEnergy_mode_scaling (s := fun _ => s) hT hw (fun _ => hs)
  unfold vibrationalEnergy
  rw [Finset.mul_sum]
  exact ⟨h.1, h.2.trans (forall_const ι)⟩
```

The proof inserts the constant function `fun _ => s` into the preceding theorem and uses `Finset.mul_sum` to match the right sides. The condition that the factor of every mode is one then becomes `s = 1` by `forall_const`.

This last step is where a mode has to exist. With no modes at all, \(F(s)-F(1)=0\) and \((s-1)U=0\) for every \(s\), so equality holds at \(s=2\) as well. The inequality survives in that case, but the claim that equality forces \(s=1\) fails. The theorem with independent factors needs no such assumption, because "every factor is one" is true when there are no factors.

## The bracket between two vibrational energies

For a common factor other than one, the free-energy change lies strictly between two expressions. The lower one uses the energy of the scaled spectrum, the upper one that of the original spectrum.

```lean
/-- For at least one mode, `w i > 0`, `T > 0` and a common factor `s > 0` other than one, the
free-energy change lies strictly between a bound with the vibrational energy of the scaled
spectrum and a bound with that of the original spectrum. -/
theorem freeEnergy_scaling_bracket [Nonempty ι] {T s : ℝ} {w : ι → ℝ} (hT : 0 < T)
    (hw : ∀ i, 0 < w i) (hs : 0 < s) (hs1 : s ≠ 1) :
    (1 - s⁻¹) * vibrationalEnergy T (fun i => s * w i)
        < freeEnergy T (fun i => s * w i) - freeEnergy T w ∧
    freeEnergy T (fun i => s * w i) - freeEnergy T w < (s - 1) * vibrationalEnergy T w := by
  have hup := freeEnergy_scaling hT hw hs
  -- scale back from the new spectrum to the old one
  have hdown := freeEnergy_scaling (w := fun i => s * w i) hT
    (fun i => mul_pos hs (hw i)) (inv_pos.2 hs)
  have hback : (fun i => s⁻¹ * (s * w i)) = w :=
    funext fun i => inv_mul_cancel_left₀ hs.ne' (w i)
  rw [hback] at hdown
  have hlt := lt_of_le_of_ne hdown.1 (fun h => hs1 (inv_eq_one.1 (hdown.2.1 h)))
  exact ⟨by linarith, lt_of_le_of_ne hup.1 (fun h => hs1 (hup.2.1 h))⟩
```

Here `hup` is the bound already obtained, and `hdown` is the same theorem applied to the scaled frequencies with factor `s⁻¹`. The identity `hback` confirms that scaling forth and back returns the original spectrum. Both inequalities are strict because equality would force \(s=1\), in the case of `hdown` by way of \(s^{-1}=1\).

## The vibrational energy as a derivative

The last theorem identifies \(U\) as the derivative of \(F(s)\) at \(s=1\). The temperature and the original frequencies stay fixed in this derivative, and only the common scale factor varies.

```lean
/-- For `w i > 0` and `T > 0`, the derivative of the free energy with respect to a common
frequency scale factor, taken at factor one, is the vibrational energy. -/
theorem hasDerivAt_freeEnergy_scaling {T : ℝ} {w : ι → ℝ} (hT : 0 < T)
    (hw : ∀ i, 0 < w i) :
    HasDerivAt (fun s : ℝ => freeEnergy T (fun i => s * w i)) (vibrationalEnergy T w) 1 := by
  unfold freeEnergy vibrationalEnergy
  refine HasDerivAt.fun_sum fun i _ => ?_
  have hwi := hw i
  have hTq : T * (w i / (2 * T)) = w i / 2 := by field_simp
  have hin : HasDerivAt (fun s : ℝ => s * w i / (2 * T)) (1 * w i / (2 * T)) 1 :=
    ((hasDerivAt_id' (1 : ℝ)).mul_const (w i)).div_const (2 * T)
  have hne : 2 * Real.sinh (1 * w i / (2 * T)) ≠ 0 :=
    (mul_pos two_pos (Real.sinh_pos_iff.2 (by positivity))).ne'
  unfold modeFreeEnergy
  refine (((hin.sinh.const_mul 2).log hne).const_mul T).congr_deriv ?_
  simp only [one_mul]
  rw [modeEnergy, ← hTq]
  generalize w i / (2 * T) = q
  rw [mul_div_mul_left _ _ (two_ne_zero : (2 : ℝ) ≠ 0)]
  ring

end

end HarmonicFrequencyScaling
```

`HasDerivAt.fun_sum` reduces the claim to one mode. The statement `hin` differentiates the argument \(sw_i/(2T)\), and `hne` ensures that the logarithm is differentiable there. The chain rule then gives \(Tq_i\coth q_i\), which `hTq` turns into the energy of mode \(i\).

```lean
#print axioms HarmonicFrequencyScaling.freeEnergy_scaling
-- 'HarmonicFrequencyScaling.freeEnergy_scaling' depends on axioms: [propext, Classical.choice, Quot.sound]
#print axioms HarmonicFrequencyScaling.freeEnergy_scaling_bracket
-- 'HarmonicFrequencyScaling.freeEnergy_scaling_bracket' depends on axioms: [propext, Classical.choice, Quot.sound]
#print axioms HarmonicFrequencyScaling.hasDerivAt_freeEnergy_scaling
-- 'HarmonicFrequencyScaling.hasDerivAt_freeEnergy_scaling' depends on axioms: [propext, Classical.choice, Quot.sound]
```
